# No local operator A⊗B⊗C takes GHZ to W or W to GHZ

Let $A$, $B$, $C$ be complex $2\times2$ matrices, one for each of three qubits. Under $A\otimes B\otimes C$, Cayley's hyperdeterminant of a three-qubit vector is multiplied by $(\det A\,\det B\,\det C)^2$. It equals 1 for $|000\rangle+|111\rangle$ and 0 for $|001\rangle+|010\rangle+|100\rangle$. No choice of $A$, $B$, $C$, invertible or singular, takes either of these vectors to a nonzero multiple of the other. It also follows that W, written here as a sum of three product vectors, is never a sum of two.

## Local operations on three qubits

Three parties hold one qubit each and share a pure state. Suppose that each makes a measurement in which every outcome is described by a single operator on that party's qubit. For a given set of recorded outcomes, the state vector is then acted on by a product $A\otimes B\otimes C$. The new vector is in general not normalised, and its squared norm gives the probability of those outcomes. An invertible factor is a reversible filter, while a projective measurement with a rank-one outcome gives a singular factor. A statement about invertible operators alone would therefore leave out ordinary projective measurements.

For a single copy of a three-qubit pure state and exact conversion, the result bears on entanglement theory as follows: no outcome described by such a product turns GHZ into W, or W into GHZ, with nonzero probability.

## Amplitudes, operators and the claims in Lean

A vector is given by its amplitudes $T_{ijk}$, the coefficients of $|ijk\rangle$ with $i,j,k\in\{0,1\}$. This is the type `ThreeQubit`, and no normalisation is imposed. A `QubitOp` is any complex $2\times2$ matrix, whose first index is the output index. The function `localAct` is the action of the product operator,
$$T'_{ijk}=\sum_{a,b,c}A_{ia}B_{jb}C_{kc}\,T_{abc}.$$
Here $c$ is a summation index; in the conversion statements, as in the file, the same letter denotes a complex scalar.

The vectors `ghz` and `w` are the unnormalised ones above. The normalised states are $\mathrm{GHZ}/\sqrt2$ and $\mathrm{W}/\sqrt3$. Since the hyperdeterminant has degree four, its values on them are $1/4$ and $0$.

The theorems read as follows.

- `hyperdet_localAct`: for all $A,B,C,T$, the hyperdeterminant is multiplied by $(\det A\det B\det C)^2$.
- `hyperdet_ghz_and_w`: its values on `ghz` and `w` are 1 and 0.
- `det_ne_zero_of_localAct_eq_w`: if local operators take some vector to $c\,\mathrm W$ with $c\neq0$, all three determinants are nonzero.
- `ghz_not_to_w` and `w_not_to_ghz`: neither vector is taken to a nonzero multiple of the other.
- `w_tensor_rank_three`: W equals an explicit sum of three product vectors, and no sum of two product vectors equals W.

The scalar $c$ absorbs normalisation, global phase and outcome probability. Its being nonzero means physically that the outcome can occur. Without this hypothesis the conversion statements fail: for $A=B=C=0$, GHZ is taken to the zero vector, which is $0\cdot\mathrm W$, and all three determinants vanish.

The statements concern exactly three qubits and exact equality of vectors. They do not treat approximate conversion, several copies or mixed states.

## The hyperdeterminant as a discriminant

Fix the first index and collect the other two into matrices $M_0$ and $M_1$, with $(M_i)_{jk}=T_{ijk}$. For complex variables $s,t$, the determinant of their combination is a quadratic form,
$$\det(sM_0+tM_1)=p\,s^2+q\,st+r\,t^2,$$
with
$$p=T_{000}T_{011}-T_{001}T_{010},\qquad r=T_{100}T_{111}-T_{101}T_{110},$$
$$q=T_{000}T_{111}+T_{100}T_{011}-T_{001}T_{110}-T_{101}T_{010}.$$
The hyperdeterminant is the discriminant of this form, $\operatorname{Det}T=q^2-4pr$. Expanding $q^2$ gives four squares and six cross terms. Subtracting $4pr$ changes the coefficients of $T_{000}T_{100}T_{011}T_{111}$ and $T_{001}T_{010}T_{101}T_{110}$ from $+2$ to $-2$ and adds the two terms with coefficient $+4$. The outcome is the quartic written out in `hyperdet`.

For GHZ, $sM_0+tM_1$ is diagonal with entries $s$ and $t$. The form is $st$, and its discriminant is 1. For W,
$$\det\begin{pmatrix}t&s\\ s&0\end{pmatrix}=-s^2,$$
so $q=r=0$ and the discriminant is 0.

## One squared determinant from each qubit

An operator $B$ on the second qubit replaces each $M_i$ by $BM_i$, and an operator $C$ on the third replaces it by $M_iC^{\mathsf T}$. The quadratic form is multiplied by $\det B$ or $\det C$ respectively, and its discriminant by the square of that factor.

An operator $A$ on the first qubit mixes the two matrices: $M'_i=\sum_a A_{ia}M_a$. Hence
$$sM'_0+tM'_1=(sA_{00}+tA_{10})M_0+(sA_{01}+tA_{11})M_1,$$
which is a linear substitution of the variables by $A^{\mathsf T}$. If
$$Q=\begin{pmatrix}p&q/2\\ q/2&r\end{pmatrix},$$
then $q^2-4pr=-4\det Q$, and the new matrix of the form is $Q'=AQA^{\mathsf T}$. So the discriminant is multiplied by $(\det A)^2$. Applying the three operators in turn gives
$$\operatorname{Det}\big((A\otimes B\otimes C)T\big)=(\det A\det B\det C)^2\operatorname{Det}T.$$

As a numerical instance, take
$$A=\begin{pmatrix}1&1\\1&-1\end{pmatrix},\qquad B=\begin{pmatrix}1&0\\0&1\end{pmatrix},\qquad C=\begin{pmatrix}1&0\\0&2\end{pmatrix}.$$
The image of GHZ is $|000\rangle+|100\rangle+2|011\rangle-2|111\rangle$. Here $p=2$, $r=-2$ and $q=1\cdot(-2)+1\cdot2=0$, so the discriminant is $0-4\cdot2\cdot(-2)=16$. The determinants are $-2$, $1$ and $2$, and $(-4)^2\cdot1=16$ as well.

## W can only come from invertible factors

For singular operators, the transformation law for GHZ → W reads $0=0$ and excludes nothing. A $2\times2$ minor supplies the missing step.

Let $S=(1\otimes B\otimes C)T$ and suppose that $(A\otimes B\otimes C)T=c\,\mathrm W$. Arrange the amplitudes with the first qubit's index as row index. The operator $A$ then multiplies from the left, and each $2\times2$ minor is multiplied by $\det A$. For the columns $jk=01$ and $jk=00$ this gives
$$c^2\,(\mathrm W_{001}\mathrm W_{100}-\mathrm W_{000}\mathrm W_{101})=\det A\,(S_{001}S_{100}-S_{000}S_{101}).$$
The left side is $c^2$. If $\det A=0$, then $c=0$. The amplitudes $\mathrm W_{001}=\mathrm W_{010}=1$ and $\mathrm W_{000}=\mathrm W_{011}=0$ give the same conclusion for the second and third qubits. Thus $c\neq0$ forces all three determinants to be nonzero.

Now let $T$ be GHZ. The hyperdeterminant of $c\,\mathrm W$ is $c^4\cdot0=0$, whereas the transformation law gives $(\det A\det B\det C)^2\cdot1\neq0$. This contradiction rules out GHZ → W.

The reverse direction needs no minors. If $(A\otimes B\otimes C)\mathrm W=c\,\mathrm{GHZ}$, taking hyperdeterminants gives $c^4=(\det A\det B\det C)^2\cdot0=0$, hence $c=0$.

## Why two product vectors do not suffice for W

Given one-qubit vectors $x,y,z,x',y',z'$, let $A$ have columns $x,x'$, let $B$ have columns $y,y'$, and let $C$ have columns $z,z'$. Then
$$(A\otimes B\otimes C)(|000\rangle+|111\rangle)=x\otimes y\otimes z+x'\otimes y'\otimes z'.$$
Every sum of two product vectors is therefore a local image of GHZ, and W is not one of them. The columns need not be independent, so it matters that singular operators were included. Since $x'$ may be zero, a single product vector is excluded too. The defining expression of W already has three product terms, so its tensor rank, the least number of product vectors that sum to it, is three.

## The complete Lean file

```lean
import Mathlib

open Matrix

namespace CayleyHyperdeterminant

noncomputable section

/-- The amplitudes of a (not necessarily normalised) vector of three qubits. -/
abbrev ThreeQubit := Fin 2 → Fin 2 → Fin 2 → ℂ

/-- An operator on a single qubit, as a complex 2×2 matrix. -/
abbrev QubitOp := Matrix (Fin 2) (Fin 2) ℂ

/-- The action of the local operator `A ⊗ B ⊗ C` on a three-qubit vector. -/
def localAct (A B C : QubitOp) (T : ThreeQubit) : ThreeQubit :=
  fun i j k => ∑ a, ∑ b, ∑ c, A i a * B j b * C k c * T a b c

/-- An operator acting on the first qubit only. -/
def onFirst (A : QubitOp) (T : ThreeQubit) : ThreeQubit :=
  fun i j k => ∑ a, A i a * T a j k

/-- An operator acting on the second qubit only. -/
def onSecond (B : QubitOp) (T : ThreeQubit) : ThreeQubit :=
  fun i j k => ∑ b, B j b * T i b k

/-- An operator acting on the third qubit only. -/
def onThird (C : QubitOp) (T : ThreeQubit) : ThreeQubit :=
  fun i j k => ∑ c, C k c * T i j c

/-- Cayley's hyperdeterminant of a 2×2×2 tensor. -/
def hyperdet (T : ThreeQubit) : ℂ :=
  T 0 0 0 ^ 2 * T 1 1 1 ^ 2 + T 0 0 1 ^ 2 * T 1 1 0 ^ 2
    + T 0 1 0 ^ 2 * T 1 0 1 ^ 2 + T 1 0 0 ^ 2 * T 0 1 1 ^ 2
    - 2 * (T 0 0 0 * T 0 0 1 * T 1 1 0 * T 1 1 1
      + T 0 0 0 * T 0 1 0 * T 1 0 1 * T 1 1 1
      + T 0 0 0 * T 1 0 0 * T 0 1 1 * T 1 1 1
      + T 0 0 1 * T 0 1 0 * T 1 0 1 * T 1 1 0
      + T 0 0 1 * T 1 0 0 * T 0 1 1 * T 1 1 0
      + T 0 1 0 * T 1 0 0 * T 0 1 1 * T 1 0 1)
    + 4 * (T 0 0 0 * T 0 1 1 * T 1 0 1 * T 1 1 0
      + T 0 0 1 * T 0 1 0 * T 1 0 0 * T 1 1 1)

/-- The unnormalised GHZ vector |000⟩ + |111⟩. -/
def ghz : ThreeQubit := ![![![1, 0], ![0, 0]], ![![0, 0], ![0, 1]]]

/-- The unnormalised W vector |001⟩ + |010⟩ + |100⟩. -/
def w : ThreeQubit := ![![![0, 1], ![1, 0]], ![![1, 0], ![0, 0]]]

/-- The product vector `x ⊗ y ⊗ z` of three one-qubit vectors. -/
def productVec (x y z : Fin 2 → ℂ) : ThreeQubit := fun i j k => x i * y j * z k

/-- A local operator acts as three successive one-qubit operators. -/
theorem localAct_eq_successive (A B C : QubitOp) (T : ThreeQubit) :
    localAct A B C T = onFirst A (onSecond B (onThird C T)) := by
  funext i j k
  simp only [localAct, onFirst, onSecond, onThird, Fin.sum_univ_two]
  ring

/-- Under `A ⊗ B ⊗ C` the hyperdeterminant is multiplied by `(det A det B det C)²`. -/
theorem hyperdet_localAct (A B C : QubitOp) (T : ThreeQubit) :
    hyperdet (localAct A B C T) = (A.det * B.det * C.det) ^ 2 * hyperdet T := by
  -- each one-qubit operator contributes the square of its determinant
  have h1 : ∀ S, hyperdet (onFirst A S) = A.det ^ 2 * hyperdet S := by
    intro S
    simp only [hyperdet, onFirst, Fin.sum_univ_two, Matrix.det_fin_two]
    ring
  have h2 : ∀ S, hyperdet (onSecond B S) = B.det ^ 2 * hyperdet S := by
    intro S
    simp only [hyperdet, onSecond, Fin.sum_univ_two, Matrix.det_fin_two]
    ring
  have h3 : ∀ S, hyperdet (onThird C S) = C.det ^ 2 * hyperdet S := by
    intro S
    simp only [hyperdet, onThird, Fin.sum_univ_two, Matrix.det_fin_two]
    ring
  rw [localAct_eq_successive, h1, h2, h3]
  ring

/-- The hyperdeterminant is 1 for the GHZ vector and 0 for the W vector. -/
theorem hyperdet_ghz_and_w : hyperdet ghz = 1 ∧ hyperdet w = 0 := by
  constructor
  · simp [hyperdet, ghz]
  · simp [hyperdet, w]

/-- If local operators turn some vector into a nonzero multiple of W, then all three
operators have nonzero determinant. -/
theorem det_ne_zero_of_localAct_eq_w {A B C : QubitOp} {T : ThreeQubit} {c : ℂ}
    (hc : c ≠ 0) (h : localAct A B C T = c • w) :
    A.det ≠ 0 ∧ B.det ≠ 0 ∧ C.det ≠ 0 := by
  -- a minor of the image, flattened along one qubit, carries that qubit's determinant
  refine ⟨fun hd => hc ?_, fun hd => hc ?_, fun hd => hc ?_⟩
  · have e : onFirst A (onSecond B (onThird C T)) = c • w := by
      rw [← h, localAct_eq_successive]
    have m : ∀ S : ThreeQubit, onFirst A S 0 0 1 * onFirst A S 1 0 0
        - onFirst A S 0 0 0 * onFirst A S 1 0 1
        = A.det * (S 0 0 1 * S 1 0 0 - S 0 0 0 * S 1 0 1) := by
      intro S
      simp only [onFirst, Fin.sum_univ_two, Matrix.det_fin_two]
      ring
    have m' := m (onSecond B (onThird C T))
    rw [e, hd, zero_mul] at m'
    simpa [w] using m'
  · have e : onSecond B (onFirst A (onThird C T)) = c • w := by
      rw [← h]
      funext i j k
      simp only [localAct, onFirst, onSecond, onThird, Fin.sum_univ_two]
      ring
    have m : ∀ S : ThreeQubit, onSecond B S 0 0 1 * onSecond B S 0 1 0
        - onSecond B S 0 0 0 * onSecond B S 0 1 1
        = B.det * (S 0 0 1 * S 0 1 0 - S 0 0 0 * S 0 1 1) := by
      intro S
      simp only [onSecond, Fin.sum_univ_two, Matrix.det_fin_two]
      ring
    have m' := m (onFirst A (onThird C T))
    rw [e, hd, zero_mul] at m'
    simpa [w] using m'
  · have e : onThird C (onFirst A (onSecond B T)) = c • w := by
      rw [← h]
      funext i j k
      simp only [localAct, onFirst, onSecond, onThird, Fin.sum_univ_two]
      ring
    have m : ∀ S : ThreeQubit, onThird C S 0 1 0 * onThird C S 0 0 1
        - onThird C S 0 0 0 * onThird C S 0 1 1
        = C.det * (S 0 1 0 * S 0 0 1 - S 0 0 0 * S 0 1 1) := by
      intro S
      simp only [onThird, Fin.sum_univ_two, Matrix.det_fin_two]
      ring
    have m' := m (onFirst A (onSecond B T))
    rw [e, hd, zero_mul] at m'
    simpa [w] using m'

/-- No local operators, invertible or not, turn GHZ into a nonzero multiple of W. -/
theorem ghz_not_to_w (A B C : QubitOp) {c : ℂ} (hc : c ≠ 0) :
    localAct A B C ghz ≠ c • w := by
  intro h
  obtain ⟨hA, hB, hC⟩ := det_ne_zero_of_localAct_eq_w hc h
  have key := hyperdet_localAct A B C ghz
  have hw : hyperdet (c • w) = 0 := by simp [hyperdet, w]
  rw [h, hw, hyperdet_ghz_and_w.1, mul_one] at key
  exact pow_ne_zero 2 (mul_ne_zero (mul_ne_zero hA hB) hC) key.symm

/-- No local operators, invertible or not, turn W into a nonzero multiple of GHZ. -/
theorem w_not_to_ghz (A B C : QubitOp) {c : ℂ} (hc : c ≠ 0) :
    localAct A B C w ≠ c • ghz := by
  intro h
  have key := hyperdet_localAct A B C w
  rw [h, hyperdet_ghz_and_w.2, mul_zero] at key
  exact hc (by simpa [hyperdet, ghz] using key)

/-- W equals an explicit sum of three product vectors, and no sum of two product vectors equals W.
-/
theorem w_tensor_rank_three :
    w = productVec ![1, 0] ![1, 0] ![0, 1] + productVec ![1, 0] ![0, 1] ![1, 0]
        + productVec ![0, 1] ![1, 0] ![1, 0] ∧
    ∀ x y z x' y' z' : Fin 2 → ℂ, w ≠ productVec x y z + productVec x' y' z' := by
  constructor
  · funext i j k
    fin_cases i <;> fin_cases j <;> fin_cases k <;> simp [w, productVec]
  · intro x y z x' y' z' h
    -- a sum of two product vectors is a local image of GHZ
    apply ghz_not_to_w (Matrix.of fun i a => ![x i, x' i] a)
      (Matrix.of fun j b => ![y j, y' j] b) (Matrix.of fun k c => ![z k, z' k] c)
      (one_ne_zero : (1 : ℂ) ≠ 0)
    rw [one_smul, h]
    funext i j k
    simp [localAct, ghz, productVec, Fin.sum_univ_two]

end

end CayleyHyperdeterminant
```

```lean
#print axioms CayleyHyperdeterminant.w_not_to_ghz
-- 'CayleyHyperdeterminant.w_not_to_ghz' depends on axioms: [propext, Classical.choice, Quot.sound]
#print axioms CayleyHyperdeterminant.w_tensor_rank_three
-- 'CayleyHyperdeterminant.w_tensor_rank_three' depends on axioms: [propext, Classical.choice, Quot.sound]
```

## How the Lean proof follows the derivation

The lemma `localAct_eq_successive` splits the triple sum into actions on one qubit at a time. After the sums over two values have been written out, `ring` confirms that both sides are the same polynomial.

In `hyperdet_localAct`, the facts `h1`, `h2` and `h3` are the three one-qubit transformation laws. Lean does not use the discriminant here. It expands the quartic and the $2\times2$ determinant and lets `ring` compare the polynomials. The final rewriting composes the three laws, as in the derivation by hand. The values on GHZ and W are found in `hyperdet_ghz_and_w` by inserting the amplitudes.

The proof of `det_ne_zero_of_localAct_eq_w` has three parallel parts, one per qubit. Each assumes that a determinant vanishes, recorded as `hd`, and derives $c=0$ against `hc`. The equation `e` arranges the one-qubit operators so that the one under study acts last. The identity `m` says that the chosen minor is multiplied by its determinant, and `m'` applies this to the vector present just before that last operator. After `e` and `hd` are inserted, `m'` says that the minor of $c\,\mathrm W$ is zero, and `simpa [w]` reduces this to $c=0$.

In `ghz_not_to_w`, the equation `key` is the transformation law for GHZ. The rewriting turns it into $0=(\det A\det B\det C)^2$, which the three nonzero determinants contradict. In `w_not_to_ghz`, the corresponding `key` says that the hyperdeterminant of $c\,\mathrm{GHZ}$ is zero, and simplification yields $c=0$.

The first half of `w_tensor_rank_three` checks the three-term sum on all eight amplitudes, which `fin_cases` enumerates. The second half supposes that W is a sum of two product vectors and builds the matrices with the columns given above. It then applies `ghz_not_to_w` with $c=1$; the last simplification verifies that these matrices do take GHZ to the assumed sum.
